# In dimension two or more, one Givens rotation per excited determinant takes the reference to any real unit vector

A state is represented by a vector v of real amplitudes v_i over a finite set of orthonormal determinants, one of which is the reference r, and e_r is the state with amplitude 1 on r and 0 elsewhere. For k ≠ r, the Givens rotation G_k(q) turns the plane of r and k through the angle q, so that e_r goes to cos q e_r + sin q e_k; in a product of rotations the rightmost acts first.

In Lean 4 with Mathlib:

```lean
import Mathlib

open Matrix

namespace GivensSweepUCC

noncomputable section

variable {ι : Type*} [DecidableEq ι]

/-- The Givens rotation by the angle `q` in the plane of the reference `r` and another
determinant `k`, acting on a vector of real amplitudes. -/
def givens (r k : ι) (q : ℝ) (v : ι → ℝ) : ι → ℝ := fun i =>
  if i = r then Real.cos q * v r - Real.sin q * v k
  else if i = k then Real.sin q * v r + Real.cos q * v k
  else v i

/-- The antisymmetric generator, excitation `r → k` minus de-excitation `k → r`, for `k`
different from `r`. -/
def generator (r k : ι) (v : ι → ℝ) : ι → ℝ := fun i =>
  if i = r then -v k else if i = k then v r else 0

/-- The ordered product of Givens rotations along a list of determinants; the head of the
list acts first, and determinant `k` has the angle `θ k`. -/
def sweep (r : ι) (θ : ι → ℝ) : List ι → (ι → ℝ) → (ι → ℝ)
  | [], v => v
  | k :: L, v => sweep r θ L (givens r k (θ k) v)

/-- For `k` different from `r`, the Givens rotation starts at the identity and obeys the
flow equation of the antisymmetric generator. -/
theorem givens_flow {r k : ι} (h : k ≠ r) (v : ι → ℝ) :
    givens r k 0 v = v ∧ ∀ q : ℝ,
      HasDerivAt (fun t => givens r k t v) (generator r k (givens r k q v)) q := by
  constructor
  · funext i
    by_cases hr : i = r
    · simp [givens, hr]
    · by_cases hk : i = k
      · simp [givens, hk, h]
      · simp [givens, hr, hk]
  · intro q
    rw [hasDerivAt_pi]
    intro i
    have hc := Real.hasDerivAt_cos q
    have hs := Real.hasDerivAt_sin q
    by_cases hr : i = r
    · simp only [hr, givens, generator, h, ↓reduceIte]
      exact ((hc.mul_const (v r)).fun_sub (hs.mul_const (v k))).congr_deriv (by ring)
    · by_cases hk : i = k
      · simp only [hk, givens, generator, h, ↓reduceIte]
        exact ((hs.mul_const (v r)).fun_add (hc.mul_const (v k))).congr_deriv (by ring)
      · simp only [hr, hk, givens, generator, ↓reduceIte]
        exact hasDerivAt_const q (v i)

/-- Two real amplitudes of total weight `ρ ^ 2` are `ρ cos q` and `ρ sin q` for some angle. -/
theorem exists_angle (ρ a b : ℝ) (h : a ^ 2 + b ^ 2 = ρ ^ 2) :
    ∃ q : ℝ, ρ * Real.cos q = a ∧ ρ * Real.sin q = b := by
  by_cases hρ : ρ = 0
  · have ha : a = 0 := by
      rw [hρ] at h
      nlinarith [sq_nonneg a, sq_nonneg b]
    have hb : b = 0 := by
      rw [hρ] at h
      nlinarith [sq_nonneg a, sq_nonneg b]
    exact ⟨0, by simp [hρ, ha], by simp [hρ, hb]⟩
  · -- the angle is the argument of the unit complex number (a + i b) / ρ
    obtain ⟨z, hre, him⟩ : ∃ z : ℂ, z.re = a / ρ ∧ z.im = b / ρ := ⟨⟨_, _⟩, rfl, rfl⟩
    have h1 : ‖z‖ ^ 2 = 1 := by
      rw [Complex.sq_norm, Complex.normSq_apply, hre, him]
      calc a / ρ * (a / ρ) + b / ρ * (b / ρ) = (a ^ 2 + b ^ 2) / ρ ^ 2 := by ring
        _ = 1 := by rw [h, div_self (pow_ne_zero 2 hρ)]
    have hz : ‖z‖ = 1 := by
      have h2 : (‖z‖ - 1) * (‖z‖ + 1) = 0 := by linear_combination h1
      rcases mul_eq_zero.mp h2 with h3 | h3 <;> linarith [norm_nonneg z]
    have hz0 : z ≠ 0 := by
      intro h0
      simp [h0] at hz
    refine ⟨Complex.arg z, ?_, ?_⟩
    · rw [Complex.cos_arg hz0, hz, hre, div_one]
      field_simp
    · rw [Complex.sin_arg, hz, him, div_one]
      field_simp

/-- A sweep depends only on the angles of the determinants in its list. -/
theorem sweep_congr (r : ι) (θ θ' : ι → ℝ) (L : List ι) :
    ∀ u : ι → ℝ, (∀ k ∈ L, θ k = θ' k) → sweep r θ L u = sweep r θ' L u := by
  induction L with
  | nil => intro u _; rfl
  | cons k L ih =>
    intro u h
    simp only [sweep, h k (by simp)]
    exact ih _ (fun j hj => h j (List.mem_cons_of_mem _ hj))

/-- A determinant other than the reference whose rotation is omitted from the sweep keeps
its initial amplitude. -/
theorem sweep_omitted (r : ι) (θ : ι → ℝ) {m : ι} (hm : m ≠ r) (L : List ι) :
    ∀ u : ι → ℝ, m ∉ L → sweep r θ L u m = u m := by
  induction L with
  | nil => intro u _; rfl
  | cons k L ih =>
    intro u h
    have hmk : m ≠ k := fun e => h (by simp [e])
    simp only [sweep]
    rw [ih _ (fun e => h (List.mem_cons_of_mem _ e))]
    simp only [givens, hm, hmk, ↓reduceIte]

/-- A sweep over determinants other than the reference preserves the norm. -/
theorem sweep_norm [Fintype ι] (r : ι) (θ : ι → ℝ) (L : List ι) :
    ∀ u : ι → ℝ, r ∉ L → ∑ i, sweep r θ L u i ^ 2 = ∑ i, u i ^ 2 := by
  induction L with
  | nil => intro u _; rfl
  | cons k L ih =>
    intro u h
    have hkr : k ≠ r := fun e => h (by simp [e])
    simp only [sweep]
    rw [ih _ (fun e => h (List.mem_cons_of_mem _ e))]
    -- separate the two rotated amplitudes from the untouched ones
    have split : ∀ w : ι → ℝ, ∑ i, w i ^ 2 =
        w r ^ 2 + (w k ^ 2 + ∑ i ∈ (Finset.univ.erase r).erase k, w i ^ 2) := by
      intro w
      rw [Finset.add_sum_erase _ (fun i => w i ^ 2) (by simp [hkr]),
        Finset.add_sum_erase _ (fun i => w i ^ 2) (Finset.mem_univ r)]
    have rest : ∑ i ∈ (Finset.univ.erase r).erase k, givens r k (θ k) u i ^ 2 =
        ∑ i ∈ (Finset.univ.erase r).erase k, u i ^ 2 := by
      refine Finset.sum_congr rfl (fun i hi => ?_)
      have hik : i ≠ k := Finset.ne_of_mem_erase hi
      have hir : i ≠ r := Finset.ne_of_mem_erase (Finset.mem_of_mem_erase hi)
      simp only [givens, hir, hik, ↓reduceIte]
    rw [split, split u, rest]
    simp only [givens, hkr, ↓reduceIte]
    linear_combination (u r ^ 2 + u k ^ 2) * Real.sin_sq_add_cos_sq (θ k)

/-- Let the distinct determinants of a nonempty list, all different from the reference, be
empty in `u`. A sweep over them takes `u` to any `v` that has the same amplitudes outside the
list and the reference, and the same total weight on them. -/
theorem sweep_reaches (r : ι) (L : List ι) : ∀ u v : ι → ℝ, L ≠ [] → L.Nodup → r ∉ L →
    (∀ k ∈ L, u k = 0) → (∀ i, i ≠ r → i ∉ L → u i = v i) →
    v r ^ 2 + (L.map fun k => v k ^ 2).sum = u r ^ 2 → ∃ θ, sweep r θ L u = v := by
  induction L with
  | nil => intro u v h; exact absurd rfl h
  | cons k L ih =>
    intro u v _ hnd hr hu huv hsum
    obtain ⟨hkL, hL⟩ := List.nodup_cons.mp hnd
    have hkr : k ≠ r := fun h => hr (by simp [h])
    have hrL : r ∉ L := fun h => hr (List.mem_cons_of_mem _ h)
    have hk0 : u k = 0 := hu k (by simp)
    simp only [List.map_cons, List.sum_cons] at hsum
    -- a rotation with u r * sin q = v k settles determinant k
    have settle : ∀ q : ℝ, u r * Real.sin q = v k →
        ∀ i, i ≠ r → i ∉ L → givens r k q u i = v i := by
      intro q hs i hir hiL
      by_cases hik : i = k
      · simp only [givens, hik, hkr, hk0, ↓reduceIte]
        linarith
      · simp only [givens, hir, hik, ↓reduceIte]
        exact huv i hir (by simp [hik, hiL])
    have ref : ∀ q : ℝ, givens r k q u r = u r * Real.cos q := by
      intro q
      simp only [givens, hk0, ↓reduceIte]
      ring
    by_cases hLn : L = []
    · -- the last angle also fixes the sign of the reference amplitude
      obtain ⟨q, hc, hs⟩ := exists_angle (u r) (v r) (v k) (by simpa [hLn] using hsum)
      refine ⟨fun _ => q, ?_⟩
      funext i
      simp only [hLn, sweep]
      by_cases hir : i = r
      · rw [hir, ref, hc]
      · exact settle q hs i hir (by simp [hLn])
    · -- otherwise the remaining weight is left on the reference
      have hS : 0 ≤ (L.map fun k => v k ^ 2).sum := by
        refine List.sum_nonneg (fun x hx => ?_)
        obtain ⟨j, _, rfl⟩ := List.mem_map.mp hx
        exact sq_nonneg _
      have hρ := Real.sq_sqrt (add_nonneg (sq_nonneg (v r)) hS)
      obtain ⟨q, hc, hs⟩ := exists_angle (u r) _ (v k)
        ((congrArg (· + v k ^ 2) hρ).trans (by linarith))
      have h1 : ∀ j ∈ L, givens r k q u j = 0 := by
        intro j hj
        have hjr : j ≠ r := fun h => hrL (h ▸ hj)
        have hjk : j ≠ k := fun h => hkL (h ▸ hj)
        simp only [givens, hjr, hjk, ↓reduceIte]
        exact hu j (List.mem_cons_of_mem _ hj)
      obtain ⟨θ, hθ⟩ := ih (givens r k q u) v hLn hL hrL h1 (settle q hs)
        (by rw [ref, hc, hρ])
      refine ⟨Function.update θ k q, ?_⟩
      have hcong := sweep_congr r (Function.update θ k q) θ L (givens r k q u)
        (fun j hj => Function.update_of_ne (fun h : j = k => hkL (h ▸ hj)) q θ)
      simp only [sweep, Function.update_self]
      exact hcong.trans hθ

/-- With at least two determinants, and every determinant except the reference rotated
exactly once in any order, the states reached from the reference are exactly the real unit
vectors. -/
theorem sweep_exact [Fintype ι] [Nontrivial ι] (r : ι) (L : List ι) (hL : L.Nodup)
    (hmem : ∀ k, k ∈ L ↔ k ≠ r) (v : ι → ℝ) :
    (∃ θ, sweep r θ L (Pi.single r 1) = v) ↔ ∑ i, v i ^ 2 = 1 := by
  have hr : r ∉ L := fun h => (hmem r).mp h rfl
  constructor
  · rintro ⟨θ, rfl⟩
    rw [sweep_norm r θ L _ hr]
    simp [Pi.single_apply, ite_pow]
  · intro hv
    obtain ⟨m, hm⟩ := exists_ne r
    have hset : L.toFinset = Finset.univ.erase r := by
      ext k
      simp [hmem]
    refine sweep_reaches r L _ v (List.ne_nil_of_mem ((hmem m).mpr hm)) hL hr ?_ ?_ ?_
    · intro k hk
      simp [(hmem k).mp hk]
    · intro i hi hiL
      exact absurd ((hmem i).mpr hi) hiL
    · rw [← List.sum_toFinset _ hL, hset,
        Finset.add_sum_erase _ (fun i => v i ^ 2) (Finset.mem_univ r), hv]
      simp

/-- For `n ≥ 1`, every unit vector of real `(n+1)`-space is `G_n(θ_n) ⋯ G_1(θ_1) e_0` for
some angles. -/
theorem unit_vector_eq_sweep (n : ℕ) (hn : 1 ≤ n) (v : Fin (n + 1) → ℝ)
    (hv : ∑ i, v i ^ 2 = 1) :
    ∃ θ, sweep 0 θ ((List.finRange n).map Fin.succ) (Pi.single 0 1) = v := by
  have : Nontrivial (Fin (n + 1)) := Fin.nontrivial_iff_two_le.mpr (by omega)
  refine (sweep_exact 0 _ ((List.nodup_finRange n).map (Fin.succ_injective n)) ?_ v).mpr hv
  intro k
  constructor
  · intro hk
    obtain ⟨j, _, rfl⟩ := List.mem_map.mp hk
    exact Fin.succ_ne_zero j
  · intro hk
    obtain ⟨j, rfl⟩ := Fin.exists_succ_eq.mpr hk
    exact List.mem_map.mpr ⟨j, List.mem_finRange j, rfl⟩

/-- With at least two determinants, and every determinant except the reference rotated
exactly once, some angles give the lowest expectation value of a real matrix `H` among all
real unit vectors. -/
theorem sweep_energy_exact [Fintype ι] [Nontrivial ι] (r : ι) (L : List ι) (hL : L.Nodup)
    (hmem : ∀ k, k ∈ L ↔ k ≠ r) (H : Matrix ι ι ℝ) :
    ∃ θ, ∀ w : ι → ℝ, ∑ i, w i ^ 2 = 1 →
      sweep r θ L (Pi.single r 1) ⬝ᵥ H *ᵥ sweep r θ L (Pi.single r 1) ≤ w ⬝ᵥ H *ᵥ w := by
  -- the unit sphere is compact, so the energy has a minimiser on it
  have hclosed : IsClosed {v : ι → ℝ | ∑ i, v i ^ 2 = 1} :=
    isClosed_eq (by fun_prop) continuous_const
  have hsub : {v : ι → ℝ | ∑ i, v i ^ 2 = 1} ⊆ Set.Icc (fun _ => -1) (fun _ => 1) := by
    intro v hv
    have hv' : ∑ i, v i ^ 2 = 1 := hv
    have hb : ∀ i, v i ^ 2 ≤ 1 := fun i => hv' ▸
      Finset.single_le_sum (f := fun i => v i ^ 2) (fun j _ => sq_nonneg (v j))
        (Finset.mem_univ i)
    exact ⟨fun i => (abs_le.mp ((sq_le_one_iff_abs_le_one _).mp (hb i))).1,
      fun i => (abs_le.mp ((sq_le_one_iff_abs_le_one _).mp (hb i))).2⟩
  have hcont : Continuous fun v : ι → ℝ => v ⬝ᵥ H *ᵥ v := by
    simp only [dotProduct, Matrix.mulVec]
    fun_prop
  obtain ⟨v, hv, hmin⟩ := (isCompact_Icc.of_isClosed_subset hclosed hsub).exists_isMinOn
    ⟨Pi.single r 1, by simp [Pi.single_apply, ite_pow]⟩ hcont.continuousOn
  obtain ⟨θ, hθ⟩ := (sweep_exact r L hL hmem v).mpr hv
  refine ⟨θ, fun w hw => ?_⟩
  rw [hθ]
  exact isMinOn_iff.mp hmin w hw

end

end GivensSweepUCC
```

```lean
#print axioms GivensSweepUCC.sweep_omitted
#print axioms GivensSweepUCC.sweep_exact
#print axioms GivensSweepUCC.unit_vector_eq_sweep
#print axioms GivensSweepUCC.sweep_energy_exact
```

```
'GivensSweepUCC.sweep_omitted' depends on axioms: [propext, Classical.choice, Quot.sound]
'GivensSweepUCC.sweep_exact' depends on axioms: [propext, Classical.choice, Quot.sound]
'GivensSweepUCC.unit_vector_eq_sweep' depends on axioms: [propext, Classical.choice, Quot.sound]
'GivensSweepUCC.sweep_energy_exact' depends on axioms: [propext, Classical.choice, Quot.sound]
```

## Rotations generated by an excitation minus its reverse

Written out in amplitudes, the rotation `givens r k q v` is

(G_k(q) v)_r = cos q v_r − sin q v_k
(G_k(q) v)_k = sin q v_r + cos q v_k

and every other amplitude stays as it was. The map `generator r k`, written A_k here, is the transition r → k minus its reverse:

(A_k v)_r = −v_k, (A_k v)_k = v_r, (A_k v)_i = 0 otherwise.

Differentiating the two rotated amplitudes with respect to q gives

d/dq (G_k(q) v)_r = −sin q v_r − cos q v_k = −(G_k(q) v)_k
d/dq (G_k(q) v)_k = cos q v_r − sin q v_k = (G_k(q) v)_r

which is the flow equation d/dq G_k(q) v = A_k G_k(q) v. The theorem `givens_flow` states it together with G_k(0) v = v, and checks it one component at a time. A linear flow is fixed by its starting value, so this describes the same operator as exp(q A_k), the form in which a factor of a unitary coupled-cluster product is usually written.

In bra-ket notation A_k = |k⟩⟨r| − |r⟩⟨k|, which couples the reference to one determinant and does nothing else. A fermionic excitation operator generally also connects other pairs of determinants, for example when a single excitation acts on a state that is already excited. The theorems concern products of the determinant-selective factors, not products of fermionic excitation factors.

## The states that a sweep can reach

The expression `sweep r θ L u` applies the rotations of the list `L` to the state u, head of the list first, with angle `θ k` for determinant k. The main theorem, `sweep_exact`, assumes a finite set of determinants (`Fintype ι`) with at least two members (`Nontrivial ι`). The list has no repetitions (`hL`) and contains exactly the determinants other than the reference (`hmem`), in any order. Then v is reached from e_r, written `Pi.single r 1`, for some choice of angles if and only if

Σ_i v_i² = 1.

The angles depend on v and on the order of the list, but every order works.

In `unit_vector_eq_sweep` the determinants are 0, 1, …, n with n ≥ 1, the reference is 0, and the order is fixed. Every real unit vector v then has the form

v = G_n(θ_n) ⋯ G_1(θ_1) e_0.

With n = 0 there would be no rotation at all, and the vector −e_0 would be out of reach, although it represents the same physical state as e_0.

The theorem `sweep_energy_exact` adds that, for any real matrix H, some angles give an expectation value no higher than that of any real unit vector. When H is the real symmetric Hamiltonian matrix in the chosen determinants, this lowest value is its lowest eigenvalue, the configuration interaction ground-state energy in the space that they span. It is the full configuration interaction energy if the set contains every determinant that the given orbitals and electron number allow. The sweep reaches it with one angle per excited determinant. The number of angles therefore grows with the size of the determinant space, and the theorem does not say how to find the minimum. Complex amplitudes are not covered.

## Settling one determinant at a time

Take the order 1, …, n and a target v with Σ_i v_i² = 1. Let ρ_(k−1) be the reference amplitude just before G_k acts, so that ρ_0 = 1. At that moment determinant k is still empty, and the rotation gives

new amplitude of 0: ρ_(k−1) cos θ_k
new amplitude of k: ρ_(k−1) sin θ_k.

No later rotation touches determinant k, so its amplitude must be final now:

ρ_(k−1) sin θ_k = v_k.

The weight still to be distributed sits on the reference. Before step k it is

ρ_(k−1)² = v_0² + v_k² + v_(k+1)² + ⋯ + v_n²,

which for k = 1 is the normalisation of v. If k < n, set

ρ_k = √(v_0² + v_(k+1)² + ⋯ + v_n²)

and ask for ρ_(k−1) cos θ_k = ρ_k. The two conditions on θ_k are compatible because ρ_k² + v_k² = ρ_(k−1)², and the weight relation then holds for the next step. At k = n the conditions are instead

ρ_(n−1) cos θ_n = v_0, ρ_(n−1) sin θ_n = v_n,

so the last angle also gives the reference amplitude its sign. For n = 1 this last step is the only one.

Each step uses the fact that two real numbers a and b with a² + b² = ρ² can be written as ρ cos q and ρ sin q. If ρ = 0, both vanish and any angle will do. Otherwise (a/ρ, b/ρ) lies on the unit circle. This is `exists_angle`, which takes q to be the argument of the complex number (a + ib)/ρ.

The induction is carried out in `sweep_reaches`, for a general starting state u in place of e_r. Its hypotheses describe the situation in the middle of a sweep: the determinants still in the list are empty in u, those already settled agree with v, and u_r² equals the weight that v places on the reference and the remaining list. Within the proof, `settle` shows that the chosen rotation gives determinant k its final amplitude, and `ref` computes the new reference amplitude. If no determinant remains after k (`L = []` inside the proof), this is the last step above; otherwise the square root is left on the reference and the induction hypothesis supplies the later angles. The new angle is then added by `Function.update`. It does not disturb the rest of the sweep, because k does not occur again and, by `sweep_congr`, only the angles of listed determinants matter.

## Norm, missing factors and the lowest energy

For the converse direction, write c = cos q and s = sin q. The cross terms cancel in

(c v_r − s v_k)² + (s v_r + c v_k)² = (c² + s²)(v_r² + v_k²) = v_r² + v_k².

The other amplitudes do not change, so each rotation preserves the norm. The lemma `sweep_norm` separates r and k from the rest of the sum, applies this identity, and repeats it along the list. Only unit vectors can therefore be reached from e_r.

Every factor is needed if all real unit vectors are to be reached. By `sweep_omitted`, a determinant m ≠ r that is missing from the list keeps its initial amplitude. Starting from e_r this amplitude is 0, so a target with v_m ≠ 0 is missed whatever the angles are.

For the energy, the function v ↦ Σ_ij v_i H_ij v_j is continuous. The real unit sphere is closed and lies in the box −1 ≤ v_i ≤ 1, so it is compact and the function attains its minimum there. The proof of `sweep_energy_exact` takes such a minimiser and uses `sweep_exact` to find angles that produce it.
